# The zero mode left by a vacancy in a bipartite lattice

Take a tight-binding model with one orbital per site, spin left out, and two sublattices A and B of \(L\) sites each, hopping only between them and one common on-site energy, taken as zero, and remove one A site without changing the other hoppings. A zero-energy state living on B must satisfy \(L-1\) homogeneous linear equations in \(L\) unknowns, so at least one exists. Counting stops there. It allows further zero modes, on B or on the remaining A sites, and it gives no amplitudes. When the intact coupling matrix \(B\) is invertible, the zero mode is unique up to a factor: it vanishes on the remaining A sites, and its amplitudes on sublattice B are column \(a\) of \(B^{-1}\), where \(a\) is the removed site. In a finite, non-interacting Hückel model of an alternant hydrocarbon with invertible \(B\), this is the non-bonding orbital left after one atom is removed from the π system.

## Objects and conventions

Amplitudes lie in a field `K`, in practice \(\mathbb{R}\) or \(\mathbb{C}\); the field is what gives kernels a dimension. One finite type `n`, with \(L\) elements, labels both sublattices, so they have equal size before the vacancy. The entry \(B_{ij}\) is the hopping between A site \(i\) and B site \(j\).

```lean
import Mathlib

open Matrix

namespace VacancyZeroMode

noncomputable section

variable {K : Type*} [Field K] {n : Type*} [Fintype n] [DecidableEq n]
```

A vacancy at A site \(a\) deletes row \(a\), leaving rows indexed by `{i // i ≠ a}`; a set \(S\) of vacancies deletes the rows in \(S\).

```lean
/-- The coupling matrix after removing site `a` of sublattice A: row `a` is deleted. -/
def removeRow (B : Matrix n n K) (a : n) : Matrix {i // i ≠ a} n K :=
  B.submatrix Subtype.val id

/-- The coupling matrix after removing a set `S` of sites of sublattice A. -/
def removeRows (B : Matrix n n K) (S : Finset n) : Matrix {i // i ∉ S} n K :=
  B.submatrix Subtype.val id
```

The vacancy state \(x_a\) has components \((x_a)_j = (B^{-1})_{ja}\). It is unnormalised; over \(\mathbb{C}\) the unit vector is \(x_a/\sqrt{\sum_j |(B^{-1})_{ja}|^2}\).

```lean
/-- The vacancy state on sublattice B: column `a` of the inverse coupling matrix. -/
def vacancyState (B : Matrix n n K) (a : n) : n → K :=
  fun j => B⁻¹ j a
```

For a block \(T\) coupling A sites `p` to B sites `q`, the Hamiltonian and the sublattice sign are
\[ H(T) = \begin{pmatrix} 0 & T \\ T^\dagger & 0 \end{pmatrix}, \qquad \Gamma = \begin{pmatrix} 1 & 0 \\ 0 & -1 \end{pmatrix}, \]
acting on vectors over `p ⊕ q`, A components first. Energy is measured from the common on-site energy.

```lean
/-- The bipartite Hamiltonian with inter-sublattice block `T` and no intra-sublattice terms. -/
def bipartiteH [Star K] {p q : Type*} (T : Matrix p q K) : Matrix (p ⊕ q) (p ⊕ q) K :=
  fromBlocks 0 T Tᴴ 0

/-- The sublattice sign operator: `+1` on sublattice A and `-1` on sublattice B. -/
def sublatticeSign (K : Type*) [Field K] (p q : Type*) [DecidableEq p] [DecidableEq q] :
    Matrix (p ⊕ q) (p ⊕ q) K :=
  fromBlocks 1 0 0 (-1)
```

`vacancyMode` is \((0, x_a)\), and `chainCoupling` is the example treated last.

```lean
/-- The vacancy state extended by zero to the remaining sites of sublattice A. -/
def vacancyMode (B : Matrix n n K) (a : n) : {i // i ≠ a} ⊕ n → K :=
  Sum.elim 0 (vacancyState B a)

/-- Coupling block of a dimerised chain of `N + 1` cells: A site `i` hops to B site `i` with
amplitude `v` and to B site `i - 1` with amplitude `w`. -/
def chainCoupling (N : ℕ) (v w : K) : Matrix (Fin (N + 1)) (Fin (N + 1)) K :=
  Matrix.of fun i j => (if i = j then v else 0) + (if i.val = j.val + 1 then w else 0)
```

## Invertibility of the intact coupling

The hypothesis `hB : IsUnit B.det` says \(\det B \neq 0\): the intact system has no zero mode. The theorems that carry `hB` assume it for a general \(B\), even where the docstring does not repeat it; for the chain it is derived.

In this section it enters in two ways. From \(BB^{-1} = 1\), column \(a\) gives \(Bx_a = e_a\), with \(e_a\) the unit vector at site \(a\) (`Pi.single a 1`). The proof reads entry \((i,a)\) of `Matrix.mul_nonsing_inv`.

```lean
variable {B : Matrix n n K}

/-- The invertible coupling maps the vacancy state of site `a` to the unit vector at `a`. -/
theorem mulVec_vacancyState (hB : IsUnit B.det) (a : n) :
    B *ᵥ vacancyState B a = (Pi.single a 1 : n → K) := by
  ext i
  have h := congrFun (congrFun (Matrix.mul_nonsing_inv B hB) i) a
  rw [Matrix.mul_apply, Matrix.one_apply] at h
  have e : (B *ᵥ vacancyState B a) i = ∑ j, B i j * B⁻¹ j a := by
    rfl
  rw [e, h, Pi.single_apply]
```

From \(B^{-1}B = 1\), every vector \(v\) on sublattice B obeys
\[ v_j = \sum_a (B^{-1})_{ja}(Bv)_a, \qquad\text{that is}\qquad v = \sum_a (Bv)_a\, x_a . \]

```lean
/-- Every amplitude vector `v` on sublattice B is a sum of vacancy states with the components
of `B v` as coefficients. -/
theorem eq_sum_vacancyState (hB : IsUnit B.det) (v : n → K) :
    v = ∑ a, (B *ᵥ v) a • vacancyState B a := by
  have h : B⁻¹ *ᵥ (B *ᵥ v) = v := by
    rw [Matrix.mulVec_mulVec, Matrix.nonsing_inv_mul B hB, Matrix.one_mulVec]
  generalize B *ᵥ v = w at h ⊢
  ext j
  have e : (B⁻¹ *ᵥ w) j = ∑ a, B⁻¹ j a * w a := by
    rfl
  rw [← h, e, Finset.sum_apply]
  refine Finset.sum_congr rfl fun a _ => ?_
  simp only [Pi.smul_apply, smul_eq_mul, vacancyState]
  ring
```

If \(\sum_i g_i x_i = 0\) for coefficients \(g_i\), applying \(B\) gives \(\sum_i g_i e_i = 0\), so every \(g_i\) vanishes.

```lean
/-- The vacancy states of the different sites are linearly independent. -/
theorem linearIndependent_vacancyState (hB : IsUnit B.det) :
    LinearIndependent K (vacancyState B) := by
  rw [Fintype.linearIndependent_iff]
  intro g hg i
  -- apply B to the vanishing combination and read off component i
  have h : B.mulVecLin (∑ i, g i • vacancyState B i) = 0 := by rw [hg, map_zero]
  rw [map_sum] at h
  simp only [map_smul] at h
  simp only [Matrix.mulVecLin_apply, mulVec_vacancyState hB] at h
  have hi := congrFun h i
  simpa [Finset.sum_apply, Pi.single_apply] using hi
```

The reduced matrix annihilates \(v\) exactly when \((Bv)_i = 0\) for all \(i \neq a\) (`hz`). Then one term of the expansion survives, \(v = c\,x_a\) with \(c = (Bv)_a\), which is the step `Finset.sum_eq_single a`. Conversely \(B(c\,x_a) = c\,e_a\) vanishes away from \(a\).

```lean
/-- A vector is annihilated by the coupling with row `a` deleted exactly when it is a multiple
of the vacancy state of `a`. -/
theorem removeRow_mulVec_eq_zero_iff (hB : IsUnit B.det) (a : n) (v : n → K) :
    removeRow B a *ᵥ v = 0 ↔ ∃ c : K, v = c • vacancyState B a := by
  constructor
  · intro h
    -- only component a of B v survives
    have hz : ∀ i, i ≠ a → (B *ᵥ v) i = 0 := fun i hi => congrFun h ⟨i, hi⟩
    refine ⟨(B *ᵥ v) a, ?_⟩
    calc v = ∑ b, (B *ᵥ v) b • vacancyState B b := eq_sum_vacancyState hB v
      _ = (B *ᵥ v) a • vacancyState B a := by
        rw [Finset.sum_eq_single a]
        · intro b _ hb
          rw [hz b hb, zero_smul]
        · intro hn
          exact absurd (Finset.mem_univ a) hn
  · rintro ⟨c, rfl⟩
    funext i
    have hi : i.1 ≠ a := i.2
    show (B *ᵥ (c • vacancyState B a)) i.1 = 0
    rw [Matrix.mulVec_smul, mulVec_vacancyState hB, Pi.smul_apply, Pi.single_apply,
      if_neg hi, smul_zero]
```

The main theorem states that the kernel of the reduced matrix is the span of \(x_a\), that \(x_a \neq 0\), and that the kernel has dimension 1. Non-vanishing comes from linear independence, the dimension from `finrank_span_singleton`. For \(L = 1\) and \(B = (t)\) with \(t \neq 0\), no row remains, the kernel is all of `K`, and \(x_a = 1/t\).

```lean
/-- After deleting row `a` of an invertible coupling, the kernel is spanned by column `a` of the
inverse, this column is nonzero, and the kernel is one-dimensional. -/
theorem ker_removeRow (hB : IsUnit B.det) (a : n) :
    LinearMap.ker (removeRow B a).mulVecLin = Submodule.span K {vacancyState B a} ∧
      vacancyState B a ≠ 0 ∧
      Module.finrank K (LinearMap.ker (removeRow B a).mulVecLin) = 1 := by
  have hker : LinearMap.ker (removeRow B a).mulVecLin
      = Submodule.span K {vacancyState B a} := by
    ext v
    rw [LinearMap.mem_ker, Matrix.mulVecLin_apply, removeRow_mulVec_eq_zero_iff hB,
      Submodule.mem_span_singleton]
    exact exists_congr fun c => eq_comm
  have hne : vacancyState B a ≠ 0 := (linearIndependent_vacancyState hB).ne_zero a
  refine ⟨hker, hne, ?_⟩
  rw [hker]
  exact finrank_span_singleton hne
```

With the rows in \(S\) deleted, the same expansion keeps the terms \(a \in S\). The two inclusions give the span of these \(x_a\), and their independence gives dimension \(|S|\). This statement concerns the coupling matrix; the theorem about the Hamiltonian is for one vacancy.

```lean
/-- After deleting the rows in `S`, the kernel is spanned by the vacancy states of the sites in
`S` and its dimension is the number of vacancies. -/
theorem ker_removeRows (hB : IsUnit B.det) (S : Finset n) :
    LinearMap.ker (removeRows B S).mulVecLin
        = Submodule.span K (Set.range fun a : S => vacancyState B a.1) ∧
      Module.finrank K (LinearMap.ker (removeRows B S).mulVecLin) = S.card := by
  have hiff : ∀ v : n → K, removeRows B S *ᵥ v = 0 ↔ ∀ i, i ∉ S → (B *ᵥ v) i = 0 := by
    intro v
    constructor
    · intro h i hi
      exact congrFun h ⟨i, hi⟩
    · intro h
      funext i
      exact h i.1 i.2
  have hker : LinearMap.ker (removeRows B S).mulVecLin
      = Submodule.span K (Set.range fun a : S => vacancyState B a.1) := by
    apply le_antisymm
    · intro v hv
      rw [LinearMap.mem_ker, Matrix.mulVecLin_apply, hiff] at hv
      -- in the expansion of v only sites of S contribute
      rw [eq_sum_vacancyState hB v]
      refine Submodule.sum_mem _ fun a _ => ?_
      by_cases ha : a ∈ S
      · exact Submodule.smul_mem _ _ (Submodule.subset_span ⟨⟨a, ha⟩, rfl⟩)
      · rw [hv a ha, zero_smul]
        exact Submodule.zero_mem _
    · rw [Submodule.span_le]
      rintro _ ⟨a, rfl⟩
      rw [SetLike.mem_coe, LinearMap.mem_ker, Matrix.mulVecLin_apply, hiff]
      intro i hi
      have hne : i ≠ a.1 := fun h => hi (by rw [h]; exact a.2)
      show (B *ᵥ vacancyState B a.1) i = 0
      rw [mulVec_vacancyState hB, Pi.single_apply, if_neg hne]
  have li : LinearIndependent K (fun a : S => vacancyState B a.1) :=
    (linearIndependent_vacancyState hB).comp Subtype.val Subtype.val_injective
  refine ⟨hker, ?_⟩
  rw [hker, finrank_span_eq_card li, Fintype.card_coe]
```

Without invertibility, take \(B = \begin{pmatrix} 1 & 0 \\ 0 & 0 \end{pmatrix}\) and delete the first row. The remaining row is zero and the kernel has dimension 2. For \(B = \begin{pmatrix} 1 & 1 \\ 1 & 1 \end{pmatrix}\) the kernel after deleting a row is one-dimensional, but there is no inverse to read it from; Lean's `B⁻¹` is zero for singular \(B\), and the span statement is false. These counter-examples, like the limits and normalised values elsewhere in the note, are worked on paper and were not put through Lean.

## No terms within a sublattice

This assumption appears as the two zero diagonal blocks of `bipartiteH`: equal on-site energies and no A–A or B–B hopping. Block multiplication gives
\[ \Gamma H = \begin{pmatrix} 0 & T \\ -T^\dagger & 0 \end{pmatrix} = -H\Gamma , \]
the chiral symmetry, for any rectangular \(T\). The later proofs use the block form directly and do not call this theorem.

```lean
/-- Chiral symmetry: the bipartite Hamiltonian anticommutes with the sublattice sign. -/
theorem sublatticeSign_anticomm [StarRing K] {p q : Type*} [Fintype p] [Fintype q]
    [DecidableEq p] [DecidableEq q] (T : Matrix p q K) :
    sublatticeSign K p q * bipartiteH T = -(bipartiteH T * sublatticeSign K p q) := by
  simp [sublatticeSign, bipartiteH, Matrix.fromBlocks_multiply, Matrix.fromBlocks_neg]
```

Deleting row \(a\) of the coupling is the physical removal of a site: \(H\) of the reduced block is \(H\) of the full block with the row and column of A site \(a\) struck out. All other hoppings keep their values, so relaxation around the vacancy is not modelled. No invertibility is needed, and the four block cases close by `rfl`.

```lean
/-- The Hamiltonian built from the coupling with row `a` deleted is the full Hamiltonian with
the row and column of site `a` of sublattice A removed. -/
theorem bipartiteH_removeRow [StarRing K] {m : Type*} (C : Matrix m m K) (a : m) :
    bipartiteH (removeRow C a)
      = (bipartiteH C).submatrix (Sum.map Subtype.val id) (Sum.map Subtype.val id) := by
  ext i j
  rcases i with i | i <;> rcases j with j | j <;> rfl
```

Write \(\psi = (u, s)\), with \(u\) = `ψ ∘ Sum.inl` on A and \(s\) = `ψ ∘ Sum.inr` on B. Then \(H\psi = (Ts,\, T^\dagger u)\), so \(H\psi = 0\) means \(Ts = 0\) and \(T^\dagger u = 0\).

```lean
/-- The zero-mode equation of a bipartite Hamiltonian separates into one equation for each
sublattice component. -/
theorem bipartiteH_mulVec_eq_zero_iff [StarRing K] {p q : Type*} [Fintype p] [Fintype q]
    (T : Matrix p q K) (ψ : p ⊕ q → K) :
    bipartiteH T *ᵥ ψ = 0 ↔ T *ᵥ (ψ ∘ Sum.inr) = 0 ∧ Tᴴ *ᵥ (ψ ∘ Sum.inl) = 0 := by
  rw [bipartiteH, Matrix.fromBlocks_mulVec]
  simp only [Matrix.zero_mulVec, zero_add, add_zero]
  constructor
  · intro h
    exact ⟨funext fun i => congrFun h (Sum.inl i), funext fun j => congrFun h (Sum.inr j)⟩
  · rintro ⟨h1, h2⟩
    funext x
    rcases x with i | j
    · exact congrFun h1 i
    · exact congrFun h2 j
```

If the B site of the \(L = 1\) system carries an on-site energy \(\varepsilon \neq 0\), the Hamiltonian after the vacancy is \((\varepsilon)\) and has no zero mode.

## The lower block is the adjoint

`StarRing K` supplies a conjugation that respects sums and products: complex conjugation, or the identity for real Hückel matrices. It makes `Tᴴ` the adjoint \(T^\dagger\) and \(H\) Hermitian. No positivity or inner product is used.

Now let \(T\) be \(B\) without row \(a\), and \(R\) be \(B^{-1}\) without column \(a\). For \(i, j \neq a\),
\[ (TR)_{ij} = \sum_k B_{ik}(B^{-1})_{kj} = \delta_{ij}, \]
which uses invertibility again (`hR`). Taking adjoints gives \(R^\dagger T^\dagger = 1\) (`h2`, through `Matrix.conjTranspose_mul`), so \(T^\dagger u = 0\) implies \(u = R^\dagger T^\dagger u = 0\).

```lean
/-- The adjoint of the coupling with row `a` deleted annihilates no nonzero vector on the
remaining sites of sublattice A. -/
theorem eq_zero_of_adjoint_removeRow [StarRing K] (hB : IsUnit B.det) (a : n)
    (u : {i // i ≠ a} → K) (hu : (removeRow B a)ᴴ *ᵥ u = 0) : u = 0 := by
  -- the inverse with column a deleted is a right inverse
  obtain ⟨R, hR⟩ : ∃ R : Matrix n {i // i ≠ a} K, removeRow B a * R = 1 := by
    refine ⟨(B⁻¹).submatrix id (Subtype.val : {i // i ≠ a} → n), ?_⟩
    ext i j
    have e : (removeRow B a * (B⁻¹).submatrix id (Subtype.val : {i // i ≠ a} → n)) i j
        = (B * B⁻¹) i.1 j.1 := by
      rfl
    rw [e, Matrix.mul_nonsing_inv B hB]
    by_cases hij : i = j
    · subst hij
      simp only [Matrix.one_apply_eq]
    · have hv : i.1 ≠ j.1 := fun h => hij (Subtype.ext h)
      rw [Matrix.one_apply_ne hv, Matrix.one_apply_ne hij]
  have h2 : Rᴴ * (removeRow B a)ᴴ = 1 := by
    rw [← Matrix.conjTranspose_mul, hR, Matrix.conjTranspose_one]
  calc u = (Rᴴ * (removeRow B a)ᴴ) *ᵥ u := by rw [h2, Matrix.one_mulVec]
    _ = 0 := by rw [← Matrix.mulVec_mulVec, hu, Matrix.mulVec_zero]
```

Combining \(s = c\,x_a\) with \(u = 0\), the solutions of \(H\psi = 0\) with the vacancy are exactly the multiples of \((0, x_a)\).

```lean
/-- The zero modes of the bipartite Hamiltonian with a vacancy at site `a` of sublattice A are
exactly the multiples of the vacancy state extended by zero to sublattice A. -/
theorem zeroMode_vacancy_iff [StarRing K] (hB : IsUnit B.det) (a : n)
    (ψ : {i // i ≠ a} ⊕ n → K) :
    bipartiteH (removeRow B a) *ᵥ ψ = 0 ↔ ∃ c : K, ψ = c • vacancyMode B a := by
  rw [bipartiteH_mulVec_eq_zero_iff, removeRow_mulVec_eq_zero_iff hB]
  constructor
  · rintro ⟨⟨c, hc⟩, hu⟩
    have hu0 := eq_zero_of_adjoint_removeRow hB a _ hu
    refine ⟨c, funext fun x => ?_⟩
    rcases x with i | j
    · simpa [vacancyMode] using congrFun hu0 i
    · simpa [vacancyMode] using congrFun hc j
  · rintro ⟨c, rfl⟩
    refine ⟨⟨c, ?_⟩, ?_⟩
    · funext j
      simp [vacancyMode]
    · have h0 : (c • vacancyMode B a) ∘ Sum.inl = 0 := by
        funext i
        simp [vacancyMode]
      rw [h0, Matrix.mulVec_zero]
```

If the lower block were unrelated to \(T\), say zero, every \((u, 0)\) would solve the zero-mode equation, and for \(L \ge 2\) some of these vectors are non-zero. In the first singular example above, the remaining A site is uncoupled and likewise carries one.

## A non-zero intra-cell hopping

The open chain has cells \(0, \dots, N\), with hopping \(B_{ii} = v\) within a cell and \(B_{j+1,j} = w\) between neighbouring cells; here \(v\) and \(w\) are numbers in `K`. The sites run A₀, B₀, A₁, …, so the vacancy at \(a = 0\) removes an end site. The hypothesis `hv : v ≠ 0` does two jobs. The matrix is lower triangular with diagonal \(v\), so its determinant is a product of non-zero factors (`hdet`, `hdiag`, `hU`), and this is the `hB` of the general theorems. It also lets \(Bx = e_0\) be solved row by row,
\[ v x_0 = 1, \qquad v x_{k+1} + w x_k = 0 \quad (0 \le k < N), \qquad x_j = v^{-1}\left(-\frac{w}{v}\right)^{j} . \]
In `key`, `Fin.cases` separates row 0 from the rows \(k+1\), and `linear_combination` closes the recursion with \(v v^{-1} = 1\). Applying \(B^{-1}\) (`inj`) identifies this solution with the vacancy state.

```lean
/-- For `v ≠ 0` the coupling of the dimerised chain is invertible, and the vacancy state of the
first A site has amplitude `v⁻¹ (-w / v) ^ j` on B site `j`. -/
theorem chain_vacancyState (N : ℕ) (v w : K) (hv : v ≠ 0) :
    IsUnit (chainCoupling N v w).det ∧
      ∀ j, vacancyState (chainCoupling N v w) 0 j = v⁻¹ * (-(w / v)) ^ j.val := by
  -- the coupling is lower triangular with diagonal v
  have hdet : (chainCoupling N v w).det = ∏ i, chainCoupling N v w i i :=
    Matrix.det_of_isLowerTriangular _ (by
      intro i j h
      have h' : i < j := OrderDual.toDual_lt_toDual.mp h
      have h1 : i ≠ j := ne_of_lt h'
      have h3 : i.val < j.val := h'
      have h2 : i.val ≠ j.val + 1 := by omega
      simp [chainCoupling, h1, h2])
  have hdiag : ∀ i, chainCoupling N v w i i = v := by
    intro i
    have h2 : ¬ (i.val = i.val + 1) := by omega
    rw [chainCoupling, Matrix.of_apply, if_pos rfl, if_neg h2, add_zero]
  have hU : IsUnit (chainCoupling N v w).det := by
    rw [hdet]
    refine IsUnit.mk0 _ (Finset.prod_ne_zero_iff.mpr fun i _ => ?_)
    rw [hdiag i]
    exact hv
  have e : ∀ (x : Fin (N + 1) → K) (i : Fin (N + 1)), (chainCoupling N v w *ᵥ x) i
      = v * x i + ∑ j, if i.val = j.val + 1 then w * x j else 0 := by
    intro x i
    simp only [Matrix.mulVec, dotProduct, chainCoupling, Matrix.of_apply, add_mul,
      Finset.sum_add_distrib, ite_mul, zero_mul, Finset.sum_ite_eq, Finset.mem_univ, if_true]
  -- the geometric profile solves the defining equation site by site
  have key : ∀ x : Fin (N + 1) → K, (∀ j, x j = v⁻¹ * (-(w / v)) ^ j.val) →
      chainCoupling N v w *ᵥ x = (Pi.single 0 1 : Fin (N + 1) → K) := by
    intro x hx
    funext i
    refine Fin.cases ?_ (fun k => ?_) i
    · rw [e, Finset.sum_eq_zero, hx 0]
      · simp [hv]
      · intro j _
        apply if_neg
        rw [Fin.val_zero]
        omega
    · have hk : k.succ.val = k.castSucc.val + 1 := by simp
      rw [e, Finset.sum_eq_single k.castSucc]
      · rw [if_pos hk, Pi.single_apply, if_neg (Fin.succ_ne_zero k), hx k.succ,
          hx k.castSucc, hk, pow_succ]
        generalize (-(w / v)) ^ (k.castSucc.val) = t
        linear_combination (-(t * w * v⁻¹)) * mul_inv_cancel₀ hv
      · intro b _ hb
        apply if_neg
        intro h
        apply hb
        apply Fin.ext
        rw [hk] at h
        omega
      · intro h
        exact absurd (Finset.mem_univ _) h
  have inj : ∀ y : Fin (N + 1) → K,
      (chainCoupling N v w)⁻¹ *ᵥ (chainCoupling N v w *ᵥ y) = y := by
    intro y
    rw [Matrix.mulVec_mulVec, Matrix.nonsing_inv_mul _ hU, Matrix.one_mulVec]
  have h := key (fun j => v⁻¹ * (-(w / v)) ^ j.val) (fun _ => rfl)
  have hfin : vacancyState (chainCoupling N v w) 0
      = fun j : Fin (N + 1) => v⁻¹ * (-(w / v)) ^ j.val := by
    rw [← inj (vacancyState (chainCoupling N v w) 0), mulVec_vacancyState hU, ← h, inj]
  exact ⟨hU, fun j => congrFun hfin j⟩

end

end VacancyZeroMode
```

Over \(\mathbb{C}\), with \(r = |w/v|^2\), the normalised weight on B site \(j\) is \(r^j / \sum_{k=0}^{N} r^k\). It decays away from the vacancy for \(|w| < |v|\), sits wholly on site 0 for \(w = 0\) or \(N = 0\), and grows towards site \(N\) for \(|w| > |v|\). At \(v = 0\) row 0 of \(B\) vanishes and \(B\) is singular; for \(w \neq 0\) the kernel after the deletion is spanned by \(e_N\), where the weights concentrate as \(v \to 0\).

```lean
#print axioms VacancyZeroMode.sublatticeSign_anticomm
#print axioms VacancyZeroMode.bipartiteH_removeRow
#print axioms VacancyZeroMode.zeroMode_vacancy_iff
#print axioms VacancyZeroMode.chain_vacancyState
```

```
'VacancyZeroMode.sublatticeSign_anticomm' depends on axioms: [propext, Classical.choice, Quot.sound]
'VacancyZeroMode.bipartiteH_removeRow' depends on axioms: [propext, Quot.sound]
'VacancyZeroMode.zeroMode_vacancy_iff' depends on axioms: [propext, Classical.choice, Quot.sound]
'VacancyZeroMode.chain_vacancyState' depends on axioms: [propext, Classical.choice, Quot.sound]
```
